# A differentiable backflow displacement keeps the cusp of a 1s-type orbital exactly when it vanishes at the nucleus and leaves the electron's distance from the nucleus unchanged to first order

## An electron at a nucleus, displaced by the others

In a backflow wave function, an orbital is evaluated not at the electron's position $r$ but at a displaced position $r+\xi(r)$, where $\xi$ depends on where the other electrons are. Let one electron approach a bare nucleus of charge $Z>0$ at the origin while the others stay fixed. Their contribution to $\xi$ has no reason to vanish when $r$ reaches the nucleus.

In three dimensions and Hartree atomic units, the potential energy $-Z/\|r\|$ diverges there. The undisplaced orbital $e^{-Z\|r\|}$ compensates for this, because

$$
-\frac12\,\frac{\nabla^2 e^{-Z\|r\|}}{e^{-Z\|r\|}}=-\frac{Z^2}{2}+\frac{Z}{\|r\|}.
$$

The cancellation comes from the kink of the orbital at the nucleus, where its slope is $-Z$ times its value. Which displacements leave that kink intact?

## The cusp criterion

Let $E$ be a real inner-product space with at least one nonzero vector; $\mathbb R^d$ with $d\ge 1$ is the usual case. Define

$$
f(r)=e^{-Z\|r+\xi(r)\|},
$$

and say that $f$ has the cusp if

$$
\frac{f(r)-f(0)}{\|r\|}\longrightarrow -Z f(0)\qquad (r\to0,\ r\neq0).
$$

Suppose that $\xi$ is differentiable at the origin, with derivative the linear map $A$. Then $f$ has the cusp if and only if

$$
\xi(0)=0\quad\text{and}\quad \|v+Av\|=\|v\|\ \text{ for every } v\in E .
$$

A displacement with $\xi(0)=0$ and $A=0$ therefore keeps the cusp, while one with $\xi(0)\neq0$ destroys it. For all-electron variational and diffusion Monte Carlo, this is a constraint on backflow in the model of a single 1s-type orbital at one nucleus, with no other factor to supply the cusp.

## How the Lean statement encodes the physics

The type `E` is the space in which the electron moves, and `ξ : E → E` is the displacement with the other electrons frozen. The function $f$ is `orbital Z ξ`. The predicate `HasCusp Z f` is the limit above; its filter `𝓝[≠] 0` describes an approach to the nucleus that never sits on it.

The hypothesis `HasFDerivAt ξ A 0` says that $\xi$ has derivative $A$ at the nucleus, where `A : E →L[ℝ] E` is a continuous linear map. Nothing is assumed about smoothness elsewhere. `Nontrivial E` supplies a direction of approach, and `hZ : 0 < Z` makes the nucleus attractive. The main theorem is `hasCusp_iff`.

Two conventions matter for the physics:

- The constant $-Z$ is built into `HasCusp`. It stands for the cancellation of the Coulomb singularity computed above, which is three-dimensional. In other dimensions the theorem keeps the same constant as a definition, whatever the potential there would require.
- The limit must be the same from every direction. This is stricter than a condition on the spherically averaged slope, which would tolerate an additional term linear in $r$.

The Hamiltonian and the local energy do not appear in the file, nor do determinants, Jastrow factors or several nuclei.

## Nonzero displacement removes the kink

Suppose $\xi(0)\neq0$. The map $r\mapsto r+\xi(r)$ is differentiable at $0$ and has the nonzero value $\xi(0)$ there. The norm of an inner-product space is differentiable away from the origin, so the chain rule shows that $f$ is differentiable at $0$, with

$$
Df(0)v=-Zf(0)\,\frac{\langle \xi(0),\,v+Av\rangle}{\|\xi(0)\|},\qquad f(0)=e^{-Z\|\xi(0)\|}>0 .
$$

A function that is differentiable and nonzero at the nucleus cannot have the cusp. To see this, take $w\neq0$ and put $r=tw$ with $t>0$. Differentiability gives

$$
\frac{f(tw)-f(0)}{t}\to Df(0)w ,
$$

while the cusp, multiplied by $\|w\|$, would give

$$
\frac{f(tw)-f(0)}{t}=\frac{f(tw)-f(0)}{\|tw\|}\,\|w\|\to -Zf(0)\|w\| .
$$

Hence $Df(0)w=-Zf(0)\|w\|$ for all $w\neq0$. Apply this to $v$ and to $-v$ and add the results. The left-hand sides cancel by linearity, which leaves $0=-2Zf(0)\|v\|$. This is impossible, since $Z$, $f(0)$ and $\|v\|$ are all nonzero.

## Zero displacement leaves a first-order condition

Now let $\xi(0)=0$, so that $f(0)=1$ and $\xi(r)=Ar+o(\|r\|)$. Write $s=\|r+\xi(r)\|$. Near the nucleus $s\le C\|r\|$ for some constant $C$, so $s\to0$ and

$$
f(r)=e^{-Zs}=1-Zs+o(s)=1-Z\|r+\xi(r)\|+o(\|r\|).
$$

The reverse triangle inequality lets us replace $\xi(r)$ by $Ar$:

$$
\bigl|\,\|r+\xi(r)\|-\|r+Ar\|\,\bigr|\le\|\xi(r)-Ar\|=o(\|r\|).
$$

Therefore

$$
f(r)=1-Z\|r+Ar\|+o(\|r\|),\qquad
\frac{f(r)-f(0)}{\|r\|}=-Z\,\frac{\|r+Ar\|}{\|r\|}+o(1).
$$

If $\|r+Ar\|=\|r\|$ for all $r$, the right-hand side tends to $-Z$, and the cusp holds. Conversely, assume the cusp and approach along $r=tv$ with $v\neq0$ and $t\downarrow0$. The ratio $\|r+Ar\|/\|r\|$ has the constant value $\|v+Av\|/\|v\|$ on this ray. Its limit must be $1$, so $\|v+Av\|=\|v\|$; for $v=0$ the equality is trivial.

## Cutoffs and linear displacements

Let $\eta$ be any displacement differentiable at the nucleus, and let $g$ be a scalar cutoff with $g(0)=0$ and $Dg(0)=0$. The product $\xi=g\eta$ vanishes at the nucleus, and its derivative there is

$$
v\mapsto g(0)\,D\eta(0)v+\bigl(Dg(0)v\bigr)\,\eta(0)=0 .
$$

The criterion holds with $A=0$, so the orbital displaced by $g\eta$ has the cusp.

For $\xi(r)=ar$ with $a$ real, the criterion reads $|1+a|\,\|v\|=\|v\|$. Since a nonzero $v$ exists, this means $|1+a|=1$, that is, $a=0$ or $a=-2$. The second value sends $r$ to $-r$ and leaves the spherical orbital unchanged. A vanishing derivative is thus sufficient for the cusp, once $\xi(0)=0$, but not necessary.

## The Lean file

```lean
import Mathlib

open Filter Topology Asymptotics

namespace BackflowNuclearCusp

noncomputable section

variable {E : Type*} [NormedAddCommGroup E] [InnerProductSpace ℝ E]

/-- The 1s-type orbital `exp (-Z ‖r + ξ r‖)` evaluated at the backflow-displaced position
`r + ξ r` of the electron; the nucleus sits at the origin. -/
def orbital (Z : ℝ) (ξ : E → E) (r : E) : ℝ := Real.exp (-Z * ‖r + ξ r‖)

/-- The nuclear cusp condition: `(f r - f 0) / ‖r‖` tends to `-Z f 0` as the electron
approaches the nucleus, `r ≠ 0`, from any direction. -/
def HasCusp (Z : ℝ) (f : E → ℝ) : Prop :=
  Tendsto (fun r => (f r - f 0) / ‖r‖) (𝓝[≠] 0) (𝓝 (-Z * f 0))

/-- Moving along a ray with nonzero direction `v`, the electron approaches the nucleus
without sitting on it. -/
theorem tendsto_ray {v : E} (hv : v ≠ 0) :
    Tendsto (fun t : ℝ => t • v) (𝓝[>] 0) (𝓝[≠] 0) := by
  refine tendsto_nhdsWithin_iff.2 ⟨?_, ?_⟩
  · have h : Continuous (fun t : ℝ => t • v) := by fun_prop
    have h0 := h.tendsto 0
    simp only [zero_smul] at h0
    exact h0.mono_left nhdsWithin_le_nhds
  · filter_upwards [self_mem_nhdsWithin] with t ht
    exact smul_ne_zero (Set.mem_Ioi.1 ht).ne' hv

/-- If `E` has a nonzero vector, a function on `E` that is differentiable and nonzero at the nucleus
violates the cusp condition for every charge `Z > 0`. -/
theorem not_hasCusp_of_differentiableAt [Nontrivial E] {Z : ℝ} (hZ : 0 < Z) {f : E → ℝ}
    (hf : DifferentiableAt ℝ f 0) (h0 : f 0 ≠ 0) : ¬ HasCusp Z f := by
  intro h
  unfold HasCusp at h
  obtain ⟨v, hv⟩ := exists_ne (0 : E)
  -- the cusp would fix the slope along every ray
  have key : ∀ w : E, w ≠ 0 → fderiv ℝ f 0 w = -Z * f 0 * ‖w‖ := by
    intro w hw
    have h1 := (hf.hasFDerivAt.hasLineDerivAt w).tendsto_slope_zero_right
    have h2 := (h.comp (tendsto_ray hw)).mul_const ‖w‖
    refine tendsto_nhds_unique h1 (h2.congr' ?_)
    filter_upwards [self_mem_nhdsWithin] with t ht
    have ht' : 0 < t := ht
    have hw' : ‖w‖ ≠ 0 := norm_ne_zero_iff.2 hw
    simp only [Function.comp_apply, zero_add, smul_eq_mul, norm_smul,
      Real.norm_of_nonneg ht'.le]
    field_simp
  -- opposite rays have opposite slopes
  have h1 := key v hv
  have h2 := key (-v) (neg_ne_zero.2 hv)
  rw [map_neg, norm_neg] at h2
  have h3 : Z * f 0 * ‖v‖ = 0 := by linarith
  exact mul_ne_zero (mul_ne_zero hZ.ne' h0) (norm_ne_zero_iff.2 hv) h3

/-- If a differentiable backflow displacement is nonzero at the nucleus, the orbital is
differentiable there. -/
theorem orbital_differentiableAt (Z : ℝ) {ξ : E → E} (hξ : DifferentiableAt ℝ ξ 0)
    (h0 : ξ 0 ≠ 0) : DifferentiableAt ℝ (orbital Z ξ) 0 := by
  have h1 : DifferentiableAt ℝ (fun r => r + ξ r) 0 := differentiableAt_id.add hξ
  have h2 : DifferentiableAt ℝ (fun r => ‖r + ξ r‖) 0 := h1.norm ℝ (by simpa using h0)
  exact (h2.const_mul (-Z)).exp

/-- If the backflow vanishes at the nucleus and has derivative `A` there, the orbital is
`1 - Z ‖r + A r‖` up to terms that are small compared with `‖r‖`. -/
theorem orbital_expansion (Z : ℝ) {ξ : E → E} {A : E →L[ℝ] E} (hA : HasFDerivAt ξ A 0)
    (h0 : ξ 0 = 0) :
    (fun r => orbital Z ξ r - 1 + Z * ‖r + A r‖) =o[𝓝 0] (fun r : E => r) := by
  have hlo : (fun r => ξ r - A r) =o[𝓝 0] (fun r : E => r) := by
    simpa [h0] using hasFDerivAt_iff_isLittleO_nhds_zero.1 hA
  have hO : (fun r => r + ξ r) =O[𝓝 0] (fun r : E => r) :=
    ((isBigO_refl (fun r : E => r) (𝓝 0)).add
      (hlo.isBigO.add (A.isBigO_id (𝓝 0)))).congr_left fun r => by simp
  have hs : Tendsto (fun r => ‖r + ξ r‖) (𝓝 0) (𝓝 0) :=
    tendsto_zero_iff_norm_tendsto_zero.1 (hO.trans_tendsto tendsto_id)
  -- first-order expansion of the exponential
  have hexp : (fun s : ℝ => Real.exp (-Z * s) - 1 + Z * s) =o[𝓝 0] (fun s : ℝ => s) := by
    have hd : HasDerivAt (fun s : ℝ => Real.exp (-Z * s)) (-Z) 0 := by
      simpa using ((hasDerivAt_id (0 : ℝ)).const_mul (-Z)).exp
    refine (hasDerivAt_iff_isLittleO_nhds_zero.1 hd).congr_left fun s => ?_
    simp only [zero_add, mul_zero, Real.exp_zero, smul_eq_mul]
    ring
  have h1 := (hexp.comp_tendsto hs).trans_isBigO hO.norm_left
  -- replacing the displacement by its linear part costs only a small error
  have h2 : (fun r => ‖r + ξ r‖ - ‖r + A r‖) =o[𝓝 0] (fun r : E => r) := by
    refine IsBigO.trans_isLittleO (IsBigO.of_bound 1 (Eventually.of_forall fun r => ?_)) hlo
    have h := abs_norm_sub_norm_le (r + ξ r) (r + A r)
    rw [add_sub_add_left_eq_sub] at h
    simpa only [one_mul, Real.norm_eq_abs] using h
  refine (h1.sub (h2.const_mul_left Z)).congr_left fun r => ?_
  simp only [Function.comp_apply, orbital]
  ring

/-- For `Z > 0` and a backflow displacement `ξ` with derivative `A` at the nucleus, the orbital
obeys the cusp condition exactly when `ξ` vanishes at the nucleus and `v ↦ v + A v` preserves
lengths. -/
theorem hasCusp_iff [Nontrivial E] {Z : ℝ} (hZ : 0 < Z) {ξ : E → E} {A : E →L[ℝ] E}
    (hA : HasFDerivAt ξ A 0) :
    HasCusp Z (orbital Z ξ) ↔ ξ 0 = 0 ∧ ∀ v, ‖v + A v‖ = ‖v‖ := by
  have hq (h0 : ξ 0 = 0) : Tendsto (fun r => (orbital Z ξ r - 1 + Z * ‖r + A r‖) / ‖r‖)
      (𝓝[≠] 0) (𝓝 0) :=
    (orbital_expansion Z hA h0).norm_right.tendsto_div_nhds_zero.mono_left nhdsWithin_le_nhds
  have hone (h0 : ξ 0 = 0) : orbital Z ξ 0 = 1 := by simp [orbital, h0]
  constructor
  · intro h
    have h0 : ξ 0 = 0 := by
      by_contra hne
      exact not_hasCusp_of_differentiableAt hZ
        (orbital_differentiableAt Z hA.differentiableAt hne) (Real.exp_pos _).ne' h
    refine ⟨h0, fun v => ?_⟩
    by_cases hv : v = 0
    · simp [hv]
    have hn : 0 < ‖v‖ := norm_pos_iff.2 hv
    unfold HasCusp at h
    rw [hone h0] at h
    -- along a ray the ratio of the linearised distance `‖r + A r‖` to `‖r‖` is constant
    have hc : Tendsto (fun _ : ℝ => Z * ‖v + A v‖ / ‖v‖) (𝓝[>] 0) (𝓝 (0 - -Z * 1)) := by
      refine (((hq h0).sub h).comp (tendsto_ray hv)).congr' ?_
      filter_upwards [self_mem_nhdsWithin] with t ht
      have ht' : 0 < t := ht
      have e : t • v + A (t • v) = t • (v + A v) := by rw [map_smul, smul_add]
      simp only [Function.comp_apply, e, norm_smul, Real.norm_of_nonneg ht'.le]
      rw [← sub_div, div_eq_div_iff (mul_pos ht' hn).ne' hn.ne']
      ring
    have h3 := tendsto_nhds_unique tendsto_const_nhds hc
    rw [div_eq_iff hn.ne'] at h3
    exact mul_left_cancel₀ hZ.ne' (by linear_combination h3)
  · rintro ⟨h0, hiso⟩
    unfold HasCusp
    rw [hone h0]
    have h3 := (hq h0).sub_const Z
    rw [show (0 : ℝ) - Z = -Z * 1 by ring] at h3
    refine h3.congr' ?_
    filter_upwards [self_mem_nhdsWithin] with r hr
    have hn : ‖r‖ ≠ 0 := norm_ne_zero_iff.2 hr
    rw [hiso, add_div, mul_div_cancel_right₀ _ hn, add_sub_cancel_right]

/-- Multiplying a differentiable backflow `η` by a cutoff `g` that vanishes at the nucleus
together with its derivative gives an orbital with the correct cusp, for `Z > 0`. -/
theorem hasCusp_of_cutoff [Nontrivial E] {Z : ℝ} (hZ : 0 < Z) {g : E → ℝ} {η : E → E}
    (hg0 : g 0 = 0) (hg : HasFDerivAt g (0 : E →L[ℝ] ℝ) 0) (hη : DifferentiableAt ℝ η 0) :
    HasCusp Z (orbital Z (fun r => g r • η r)) := by
  have h : HasFDerivAt (fun r => g r • η r) (0 : E →L[ℝ] E) 0 := by
    refine (hg.smul hη.hasFDerivAt).congr_fderiv ?_
    ext v
    simp [hg0]
  exact (hasCusp_iff hZ h).2 ⟨by simp [hg0], fun v => by simp⟩

/-- If `Z > 0` and `E` has a nonzero vector, the linear backflow `ξ r = a r` preserves the cusp
exactly when `a = 0` or `a = -2`. -/
theorem hasCusp_linear_iff [Nontrivial E] {Z : ℝ} (hZ : 0 < Z) (a : ℝ) :
    HasCusp Z (orbital Z (fun r : E => a • r)) ↔ a = 0 ∨ a = -2 := by
  have hA : HasFDerivAt (fun r : E => a • r) (a • ContinuousLinearMap.id ℝ E) 0 :=
    (a • ContinuousLinearMap.id ℝ E).hasFDerivAt
  rw [hasCusp_iff hZ hA]
  constructor
  · rintro ⟨-, h⟩
    obtain ⟨v, hv⟩ := exists_ne (0 : E)
    have h1 : ‖v + a • v‖ = ‖v‖ := h v
    rw [show v + a • v = (1 + a) • v by module, norm_smul, Real.norm_eq_abs] at h1
    have h2 : |1 + a| = 1 :=
      mul_right_cancel₀ (norm_ne_zero_iff.2 hv) (by rw [one_mul]; exact h1)
    rcases (abs_eq zero_le_one).1 h2 with h3 | h3
    · left; linarith
    · right; linarith
  · rintro (rfl | rfl)
    · exact ⟨by simp, fun v => by simp⟩
    · refine ⟨by simp, fun v => ?_⟩
      change ‖v + (-2 : ℝ) • v‖ = ‖v‖
      rw [show v + (-2 : ℝ) • v = -v by module, norm_neg]

end

end BackflowNuclearCusp
```

```lean
#print axioms BackflowNuclearCusp.hasCusp_iff
#print axioms BackflowNuclearCusp.hasCusp_of_cutoff
#print axioms BackflowNuclearCusp.hasCusp_linear_iff
```

```
'BackflowNuclearCusp.hasCusp_iff' depends on axioms: [propext, Classical.choice, Quot.sound]
'BackflowNuclearCusp.hasCusp_of_cutoff' depends on axioms: [propext, Classical.choice, Quot.sound]
'BackflowNuclearCusp.hasCusp_linear_iff' depends on axioms: [propext, Classical.choice, Quot.sound]
```

## Rays and opposite slopes in the proof

`tendsto_ray` justifies the substitution $r=tv$: as $t\downarrow0$, the point tends to the nucleus and stays different from it. Both arguments that restrict the cusp limit to a ray use this lemma.

In `not_hasCusp_of_differentiableAt`, the intermediate claim `key` is the identity $Df(0)w=-Zf(0)\|w\|$. Its `h1` is the one-sided directional derivative, and its `h2` is the cusp limit along the ray, multiplied by $\|w\|$. The two difference quotients agree for $t>0$, so `tendsto_nhds_unique` equates their limits. Applying `key` to `v` and `-v` then produces the contradiction.

`orbital_differentiableAt` is the chain rule in three stages: the sum $r+\xi(r)$, its norm, and the exponential. The assumption $\xi(0)\neq0$ enters at the norm.

## The expansion and the equivalence in the proof

`orbital_expansion` proves the first-order formula for $f$, with `=o[𝓝 0]` and `=O[𝓝 0]` playing the roles of $o$ and $O$. Its steps correspond to the derivation as follows:

- `hlo` is $\xi(r)-Ar=o(\|r\|)$.
- `hO` is the bound $\|r+\xi(r)\|\le C\|r\|$ near the nucleus, and `hs` is the resulting limit $s\to0$.
- `hexp` expands $e^{-Zs}$ to first order; `h1` inserts $s=\|r+\xi(r)\|$ and uses `hO` to turn $o(s)$ into $o(\|r\|)$.
- `h2` is the reverse triangle inequality, supplied by `abs_norm_sub_norm_le`.

Subtracting $Z$ times the error in `h2` from the error in `h1` gives the stated remainder.

In `hasCusp_iff`, `hq` divides this remainder by $\|r\|$ and records that the quotient tends to zero. For the forward direction, `by_contra` assumes $\xi(0)\neq0$ and refutes it with the two differentiability theorems. Then `hc` subtracts the cusp quotient from the quotient in `hq`. What remains along the ray is the constant $Z\|v+Av\|/\|v\|$, whose limit is $Z$; uniqueness of limits and cancellation of $Z$ give equality of lengths. For the reverse direction, the proof subtracts $Z$ from the quotient in `hq` and uses the length condition `hiso` to recognise the cusp quotient.

The last two theorems apply this equivalence. `hasCusp_of_cutoff` obtains the zero derivative from the product rule `hg.smul`. `hasCusp_linear_iff` takes $A$ to be $a$ times the identity, reduces the length condition to $|1+a|=1$ with a nonzero vector, and checks the two solutions directly.
